# Two Free Identical Particles on n ≥ 2 Levels: The Zero of the Partition Function in the Exchange Parameter Lies in [−n, −1)

## Levels, weights and the exchange parameter

Let e_0, …, e_{n−1} be real one-particle energies, listed in any order, with a degenerate level repeated according to its multiplicity. For a real number b, the one-particle partition sum is

z(b) = Σ_i exp(−b e_i).

Two identical non-interacting particles at inverse temperature β have the partition function

Z(ξ) = (z(β)² + ξ z(2β)) / 2.

The first term comes from the identity permutation. The second comes from the exchange, which joins the two imaginary-time paths into one closed path of length 2β. The real parameter ξ weights the exchange: ξ = 1 gives bosons and ξ = −1 gives fermions. Spin, if present, is included in the level index. For n ≥ 1, define

ξ₀ = −z(β)² / z(2β).

## The position of the zero

Z(−1) and Z(1) are the sums of exp(−β(e_i + e_j)) over i < j and over i ≤ j. For n ≥ 1, Z vanishes only at ξ₀ and is positive exactly for ξ > ξ₀. For n ≥ 2 and every real β,

−n ≤ ξ₀ < −1.

As β → +∞, ξ₀ tends to minus the degeneracy of the lowest level, hence to −1 if that level is unique.

Some path-integral simulations sample at ξ ≥ 0, where the exchange carries no negative sign, and extrapolate to ξ = −1. For this free pair on a finite number n ≥ 2 of levels, the extrapolation meets no zero of Z on the way, but with a unique lowest level the zero closes in on the fermionic point as the system cools.

## Derivation from the double sum

**Pair sums.** Expand the square and split it by the order of the indices:

z(β)² = Σ_{i<j} exp(−β(e_i + e_j)) + Σ_{j<i} exp(−β(e_i + e_j)) + Σ_i exp(−2βe_i).

Exchanging the names i and j shows that the first two sums are equal; call their common value S. The third is z(2β). Hence z(β)² = 2S + z(2β), and

Z(−1) = (z(β)² − z(2β)) / 2 = S,
Z(1) = Z(−1) + z(2β) = S + Σ_i exp(−2βe_i).

The last expression is the sum over i ≤ j.

**Zero and sign.** For n ≥ 1, z(2β) > 0. Substituting z(β)² = −ξ₀ z(2β) gives

Z(ξ) = z(2β)(ξ − ξ₀) / 2.

The prefactor is positive, so Z(ξ) has the sign of ξ − ξ₀.

**Bounds.** For n ≥ 2, S contains the positive term with i = 0 and j = 1. Thus Z(−1) > 0, which means ξ₀ < −1. For the lower bound, write w_i = exp(−βe_i), so that z(β) = Σ_i w_i and z(2β) = Σ_i w_i². The Cauchy–Schwarz inequality gives

(Σ_i w_i)² ≤ n Σ_i w_i²,

and division by z(2β) gives −ξ₀ ≤ n.

**Equality.** Expanding the square gives

Σ_i (n w_i − z(β))² = n² z(2β) − 2n z(β)² + n z(β)² = n(n z(2β) − z(β)²).

If ξ₀ = −n, the right side vanishes, so every w_i equals z(β)/n. For β ≠ 0 equal weights mean equal energies. Conversely, if all weights equal w, then ξ₀ = −(nw)²/(nw²) = −n. At β = 0 all weights are 1, and ξ₀ = −n for any levels.

**Low temperature.** Replacing every e_i by e_i − c multiplies z(b) by exp(bc). The numerator of ξ₀ gains exp(βc)² and the denominator gains exp(2βc), which cancel. Choose c = e_k, a lowest level with degeneracy g. Each weight exp(−β(e_i − e_k)) is 1 if e_i = e_k and otherwise tends to 0. Both shifted partition sums therefore tend to g, and ξ₀ → −g²/g = −g.

## Partition sums as real functions

In Lean 4 with Mathlib:

```lean
import Mathlib

open Filter Topology

namespace FictitiousParticleZero

noncomputable section

variable {n : ℕ}
```

The number of levels `n` is a natural number, and a spectrum is a function `e : Fin n → ℝ`. Its indices run from 0 to n − 1, and nothing requires the energies to be sorted or distinct.

```lean
/-- One-particle partition sum of the levels `e` at inverse temperature `b`. -/
def z (e : Fin n → ℝ) (b : ℝ) : ℝ := ∑ i, Real.exp (-b * e i)
```

The argument `b` is separate from the physical β because the same function is needed at β and at 2β.

```lean
/-- Partition function of two identical free particles with exchange parameter `ξ`. -/
def pairZ (e : Fin n → ℝ) (β ξ : ℝ) : ℝ := (z e β ^ 2 + ξ * z e (2 * β)) / 2
```

This formula is the starting point of the formal development: it is not derived from a two-particle trace or a path integral. Interactions, more than two particles and infinite spectra, such as that of a harmonic oscillator, are not covered.

```lean
/-- The exchange parameter `-z(β)² / z(2β)`, meant for at least one level. -/
def xi0 (e : Fin n → ℝ) (β : ℝ) : ℝ := -(z e β ^ 2 / z e (2 * β))
```

The next three lemmas supply positivity for at least one level, and two ways of writing z(2β): as a sum of squared weights, and as the diagonal of a double sum.

```lean
lemma z_pos (hn : 0 < n) (e : Fin n → ℝ) (b : ℝ) : 0 < z e b :=
  Finset.sum_pos (fun _ _ => Real.exp_pos _) ⟨⟨0, hn⟩, Finset.mem_univ _⟩

lemma z_two (e : Fin n → ℝ) (β : ℝ) :
    z e (2 * β) = ∑ i, Real.exp (-β * e i) ^ 2 := by
  refine Finset.sum_congr rfl fun i _ => ?_
  rw [sq, ← Real.exp_add]
  congr 1
  ring

lemma z_diag (e : Fin n → ℝ) (β : ℝ) :
    z e (2 * β) = ∑ i, ∑ j, if i = j then Real.exp (-β * (e i + e j)) else 0 := by
  refine Finset.sum_congr rfl fun i _ => ?_
  simp only [Finset.sum_ite_eq, Finset.mem_univ, if_true]
  congr 1
  ring
```

## Counting pairs at ξ = −1 and ξ = 1

The notation `∑ j with i < j` restricts the inner sum to indices above i, so each pair of distinct level indices is counted once. Two indices may still carry the same energy.

```lean
/-- At `ξ = -1` the partition function is the sum of Boltzmann weights over pairs of distinct level
indices, each pair counted once. -/
theorem pairZ_fermion (e : Fin n → ℝ) (β : ℝ) :
    pairZ e β (-1) = ∑ i, ∑ j with i < j, Real.exp (-β * (e i + e j)) := by
  simp only [Finset.sum_filter]
  have hsq : z e β ^ 2 = ∑ i, ∑ j, Real.exp (-β * (e i + e j)) := by
    rw [sq, z, Finset.sum_mul_sum]
    refine Finset.sum_congr rfl fun i _ => Finset.sum_congr rfl fun j _ => ?_
    rw [← Real.exp_add, mul_add]
  -- exchanging the two particles maps the pairs j < i to the pairs i < j
  have hswap : (∑ i, ∑ j, if j < i then Real.exp (-β * (e i + e j)) else 0)
      = ∑ i, ∑ j, if i < j then Real.exp (-β * (e i + e j)) else 0 := by
    refine Finset.sum_comm.trans
      (Finset.sum_congr rfl fun i _ => Finset.sum_congr rfl fun j _ => ?_)
    rw [add_comm (e j) (e i)]
  have hsplit : ∑ i, ∑ j, Real.exp (-β * (e i + e j))
      = (∑ i, ∑ j, if i < j then Real.exp (-β * (e i + e j)) else 0)
        + (∑ i, ∑ j, if j < i then Real.exp (-β * (e i + e j)) else 0)
        + z e (2 * β) := by
    rw [z_diag]
    simp only [← Finset.sum_add_distrib]
    refine Finset.sum_congr rfl fun i _ => Finset.sum_congr rfl fun j _ => ?_
    rcases lt_trichotomy i j with h | h | h
    · simp [h, h.ne, lt_asymm h]
    · simp [h]
    · simp [h, h.ne', lt_asymm h]
  rw [hswap] at hsplit
  unfold pairZ
  linarith
```

In the proof, `hsq` expands the square, `hswap` exchanges the particles, and `hsplit` separates the double sum into its three parts. The final `linarith` solves the resulting linear relation for `pairZ e β (-1)`.

The device on which this turns is `Finset.sum_filter`. In a triangular sum the range of j depends on i, so the two summations can't simply trade places. The lemma replaces the restricted range by the full range and puts the condition into the summand, as `if i < j then … else 0`. Both indices then run over all of `Fin n`, and `Finset.sum_comm` can exchange them. The same form reduces the splitting to a comparison of summands: for each i and j, `lt_trichotomy` selects one of i < j, i = j and j < i, and exactly one of the three terms survives.

The bosonic formula adds the diagonal to the fermionic one and checks the same three cases.

```lean
/-- At `ξ = 1` the partition function is the sum of Boltzmann weights over unordered pairs of level
indices, pairs of equal indices included. -/
theorem pairZ_boson (e : Fin n → ℝ) (β : ℝ) :
    pairZ e β 1 = ∑ i, ∑ j with i ≤ j, Real.exp (-β * (e i + e j)) := by
  have h1 : pairZ e β 1 = pairZ e β (-1) + z e (2 * β) := by
    unfold pairZ
    ring
  rw [h1, pairZ_fermion, z_diag]
  simp only [Finset.sum_filter, ← Finset.sum_add_distrib]
  refine Finset.sum_congr rfl fun i _ => Finset.sum_congr rfl fun j _ => ?_
  rcases lt_trichotomy i j with h | h | h
  · simp [h, h.le, h.ne]
  · simp [h]
  · simp [h.ne', lt_asymm h, not_le_of_gt h]
```

## The linear factor and the bounds

The factorisation is stated for `0 < n`, which makes the denominator of ξ₀ positive.

```lean
lemma pairZ_factor (hn : 0 < n) (e : Fin n → ℝ) (β ξ : ℝ) :
    pairZ e β ξ = z e (2 * β) / 2 * (ξ - xi0 e β) := by
  have h := div_mul_cancel₀ (z e β ^ 2) (z_pos hn e (2 * β)).ne'
  unfold pairZ xi0
  linear_combination (-1 / 2) * h
```

Also for at least one level, the theorem below contains two equivalences for each real ξ: one locates the zero, the other determines where Z is positive.

```lean
/-- The partition function vanishes at `ξ = xi0` and at no other real `ξ`, and it is
positive exactly for `ξ` above `xi0`. -/
theorem pairZ_zero_and_sign (hn : 0 < n) (e : Fin n → ℝ) (β ξ : ℝ) :
    (pairZ e β ξ = 0 ↔ ξ = xi0 e β) ∧ (0 < pairZ e β ξ ↔ xi0 e β < ξ) := by
  have hz : 0 < z e (2 * β) / 2 := half_pos (z_pos hn e _)
  rw [pairZ_factor hn]
  constructor
  · rw [mul_eq_zero, or_iff_right hz.ne', sub_eq_zero]
  · rw [mul_pos_iff_of_pos_left hz, sub_pos]
```

With `2 ≤ n`, both bounds follow at every real β, including zero and negative values.

```lean
/-- For `n ≥ 2` levels the zero of the partition function lies at or above `-n` and
strictly below the fermionic value `-1`, at every real `β`. -/
theorem xi0_bounds (hn : 2 ≤ n) (e : Fin n → ℝ) (β : ℝ) :
    -(n : ℝ) ≤ xi0 e β ∧ xi0 e β < -1 := by
  have hn0 : 0 < n := by omega
  constructor
  · -- Cauchy-Schwarz for the Boltzmann weights
    have h := sq_sum_le_card_mul_sum_sq (s := (Finset.univ : Finset (Fin n)))
      (f := fun i => Real.exp (-β * e i))
    rw [Finset.card_univ, Fintype.card_fin, ← z_two] at h
    exact neg_le_neg ((div_le_iff₀ (z_pos hn0 e _)).2 h)
  · -- two fermions fit into two levels, so the fermionic sum is positive
    rw [← (pairZ_zero_and_sign hn0 e β (-1)).2, pairZ_fermion]
    refine Finset.sum_pos' (fun i _ => Finset.sum_nonneg fun j _ => (Real.exp_pos _).le)
      ⟨⟨0, hn0⟩, Finset.mem_univ _, ?_⟩
    refine Finset.sum_pos (fun j _ => Real.exp_pos _) ⟨⟨1, by omega⟩, ?_⟩
    simp [Fin.lt_def]
```

The lower bound uses `sq_sum_le_card_mul_sum_sq`, the Cauchy–Schwarz inequality in the form used above. For the upper bound, the sign equivalence is read from right to left: the goal ξ₀ < −1 becomes positivity of Z(−1), and the pair of indices 0 and 1 supplies a positive term.

The equality case holds already for one level, where both sides of the equivalence are true. The hypothesis `β ≠ 0` excludes infinite temperature, at which the weights carry no information about the energies.

```lean
/-- At `β ≠ 0` the zero sits at `-n` exactly when all `n` levels have the same energy. -/
theorem xi0_eq_neg_card_iff (hn : 0 < n) (e : Fin n → ℝ) {β : ℝ} (hβ : β ≠ 0) :
    xi0 e β = -(n : ℝ) ↔ ∀ i j, e i = e j := by
  have hn' : (n : ℝ) ≠ 0 := Nat.cast_ne_zero.2 hn.ne'
  have hz := (z_pos hn e (2 * β)).ne'
  constructor
  · intro h
    have hA : z e β ^ 2 = n * z e (2 * β) := (div_eq_iff hz).1 (neg_inj.1 h)
    -- the variance of the Boltzmann weights vanishes
    have h0 : ∑ i, ((n : ℝ) * Real.exp (-β * e i) - z e β) ^ 2 = 0 := by
      have hx : ∀ i, ((n : ℝ) * Real.exp (-β * e i) - z e β) ^ 2
          = (n : ℝ) ^ 2 * Real.exp (-β * e i) ^ 2
            - 2 * n * z e β * Real.exp (-β * e i) + z e β ^ 2 := fun i => by ring
      have hS : ∑ i, Real.exp (-β * e i) = z e β := rfl
      rw [Finset.sum_congr rfl fun i _ => hx i, Finset.sum_add_distrib,
        Finset.sum_sub_distrib, ← Finset.mul_sum, ← Finset.mul_sum, ← z_two, hS,
        Finset.sum_const, Finset.card_univ, Fintype.card_fin, nsmul_eq_mul]
      linear_combination (-(n : ℝ)) * hA
    have hi : ∀ i, (n : ℝ) * Real.exp (-β * e i) - z e β = 0 := fun i =>
      (pow_eq_zero_iff two_ne_zero).1
        ((Finset.sum_eq_zero_iff_of_nonneg fun i _ => sq_nonneg _).1 h0 i
          (Finset.mem_univ i))
    intro i j
    have hij : Real.exp (-β * e i) = Real.exp (-β * e j) :=
      mul_left_cancel₀ hn' (by linarith [hi i, hi j])
    exact mul_left_cancel₀ (neg_ne_zero.2 hβ) (Real.exp_injective hij)
  · intro h
    have hc : ∀ i, Real.exp (-β * e i) = Real.exp (-β * e ⟨0, hn⟩) := fun i => by
      rw [h i ⟨0, hn⟩]
    unfold xi0
    rw [neg_inj, div_eq_iff hz, z_two, z]
    simp only [hc, Finset.sum_const, Finset.card_univ, Fintype.card_fin, nsmul_eq_mul]
    ring
```

Here `h0` is the vanishing sum of squares, and `hi` concludes that each difference n w_i − z(β) is zero. Injectivity of the exponential and cancellation of −β then turn equal weights into equal energies. The converse evaluates ξ₀ with all weights equal.

## Shifting the energy origin

```lean
/-- The zero does not change when all levels are shifted by a common energy `c`. -/
theorem xi0_shift (e : Fin n → ℝ) (c β : ℝ) : xi0 (fun i => e i - c) β = xi0 e β := by
  have hs : ∀ b, z (fun i => e i - c) b = Real.exp (b * c) * z e b := fun b => by
    unfold z
    rw [Finset.mul_sum]
    refine Finset.sum_congr rfl fun i _ => ?_
    rw [← Real.exp_add]
    congr 1
    ring
  have h2 : Real.exp (2 * β * c) = Real.exp (β * c) ^ 2 := by
    rw [sq, ← Real.exp_add]
    congr 1
    ring
  unfold xi0
  rw [hs, hs, h2, mul_pow, mul_div_mul_left _ _ (pow_ne_zero 2 (Real.exp_pos _).ne')]
```

The auxiliary statement `hs` gives the factor exp(bc) acquired by z(b), and `h2` identifies exp(2βc) with exp(βc)², after which the common factor cancels.

The shift is useful in a program that evaluates ξ₀ from a list of levels. With large β, the unshifted exponentials may all underflow to zero, or overflow if the energies are negative. Subtracting the smallest energy before exponentiating leaves ξ₀ unchanged and makes the largest weight equal to 1 for β ≥ 0, so the denominator is at least 1.

## The limit of low temperature

In the next theorem, `k` labels a lowest level, which `hk` expresses by e_k ≤ e_i for all i. The cardinality of the set of indices with e_i = e_k is the degeneracy g, and `Tendsto (xi0 e) atTop` refers to β → +∞ with the levels held fixed.

```lean
/-- As `β` grows, the zero tends to minus the degeneracy of the lowest level `e k`. -/
theorem tendsto_xi0 (e : Fin n → ℝ) (k : Fin n) (hk : ∀ i, e k ≤ e i) :
    Tendsto (xi0 e) atTop
      (𝓝 (-((Finset.univ.filter fun i => e i = e k).card : ℝ))) := by
  have hg : ((Finset.univ.filter fun i => e i = e k).card : ℝ)
      = ∑ i, if e i = e k then (1 : ℝ) else 0 := by simp
  have hg0 : ((Finset.univ.filter fun i => e i = e k).card : ℝ) ≠ 0 :=
    Nat.cast_ne_zero.2 (Finset.card_pos.2 ⟨k, by simp⟩).ne'
  set g : ℝ := ((Finset.univ.filter fun i => e i = e k).card : ℝ)
  -- measured from the lowest level, each weight tends to one or to zero
  have hy : Tendsto (z fun i => e i - e k) atTop (𝓝 g) := by
    rw [hg]
    show Tendsto (fun b : ℝ => ∑ i, Real.exp (-b * (e i - e k))) atTop _
    refine tendsto_finsetSum _ fun i _ => ?_
    by_cases h : e i = e k
    · simp [h]
    · rw [if_neg h]
      have hpos : 0 < e i - e k := sub_pos.2 (lt_of_le_of_ne (hk i) (Ne.symm h))
      exact Real.tendsto_exp_atBot.comp
        (Filter.Tendsto.atBot_mul_const hpos tendsto_neg_atTop_atBot)
  have hy2 : Tendsto (fun b : ℝ => z (fun i => e i - e k) (2 * b)) atTop (𝓝 g) :=
    hy.comp (tendsto_id.const_mul_atTop two_pos)
  have h := ((hy.pow 2).div hy2 hg0).neg
  have hgg : g ^ 2 / g = g := by
    rw [sq, mul_div_assoc, div_self hg0, mul_one]
  rw [hgg] at h
  exact h.congr fun b => xi0_shift e (e k) b
```

The proof takes the limit term by term in `hy`, distinguishing levels equal to e_k from those above it. `hy2` is the same limit along 2β. The quotient tends to g²/g = g, and `xi0_shift` carries the result back to the original energies.

For a unique lowest level, every other energy lies strictly above e_k. The set of lowest indices is then {k}, its cardinality is 1, and the limit is −1. With a single level, ξ₀ equals −1 at every β; with two or more, the earlier bound shows that the limit is approached from below.

```lean
/-- If the lowest level is unique, the zero tends to the fermionic value `-1` as `β`
grows. -/
theorem tendsto_xi0_unique (e : Fin n → ℝ) (k : Fin n) (hk : ∀ i, i ≠ k → e k < e i) :
    Tendsto (xi0 e) atTop (𝓝 (-1)) := by
  have hmin : ∀ i, e k ≤ e i := fun i => by
    by_cases h : i = k
    · rw [h]
    · exact (hk i h).le
  have hs : (Finset.univ.filter fun i => e i = e k) = {k} := by
    ext i
    simp only [Finset.mem_filter, Finset.mem_univ, true_and, Finset.mem_singleton]
    constructor
    · intro h
      by_contra hne
      exact (hk i hne).ne' h
    · intro h
      rw [h]
  have h := tendsto_xi0 e k hmin
  rw [hs, Finset.card_singleton, Nat.cast_one] at h
  exact h

end

end FictitiousParticleZero
```

```lean
#print axioms FictitiousParticleZero.pairZ_boson
#print axioms FictitiousParticleZero.xi0_bounds
#print axioms FictitiousParticleZero.xi0_eq_neg_card_iff
#print axioms FictitiousParticleZero.tendsto_xi0_unique
```

```
'FictitiousParticleZero.pairZ_boson' depends on axioms: [propext, Classical.choice, Quot.sound]
'FictitiousParticleZero.xi0_bounds' depends on axioms: [propext, Classical.choice, Quot.sound]
'FictitiousParticleZero.xi0_eq_neg_card_iff' depends on axioms: [propext, Classical.choice, Quot.sound]
'FictitiousParticleZero.tendsto_xi0_unique' depends on axioms: [propext, Classical.choice, Quot.sound]
```
